# The sign-averaged Hückel characteristic polynomial is the matching polynomial

To find the acyclic reference for a topological resonance energy, one can average the Hückel characteristic polynomials over all choices of bond signs and fill the roots of the average with the π electrons. This reference is defined by the matching polynomial, which counts sets of bonds that share no site and leaves out the contributions of rings. The problems below prove that the average is this polynomial, for finite, non-interacting Hückel models with one site energy and one hopping strength.

## Signed bonds and matchings

Let \(G\) be a simple graph with \(n\) sites (the type `V`) and bond set \(E\). Energies are measured from the site energy \(\alpha\) in units of the hopping \(\beta\).

```lean
import Mathlib

open Polynomial

namespace FluxAveragedHueckel

noncomputable section

variable {V : Type*} [Fintype V] [DecidableEq V] (G : SimpleGraph V) [DecidableRel G.Adj]
```

A pattern \(\varepsilon\) gives each bond a sign, a hopping phase of 0 or π; the product of signs around a ring fixes its flux. In Lean, `ℤˣ` is \(\{+1,-1\}\).

```lean
/-- A flux pattern assigns a sign `+1` or `-1` to every bond of the graph. -/
abbrev FluxPattern := G.edgeSet → ℤˣ
```

The hopping \(h_\varepsilon(i,j)\) is the sign of the bond, or zero if there is none. It depends on the unordered pair `s(i, j)`, so the matrix \(A_\varepsilon\) with these entries is symmetric.

```lean
/-- The hopping on a pair of sites: the sign of the bond, or zero if the pair is not bonded. -/
def hop (ε : FluxPattern G) (b : Sym2 V) : ℝ :=
  if h : b ∈ G.edgeSet then ((ε ⟨b, h⟩ : ℤ) : ℝ) else 0

/-- The symmetric signed adjacency matrix of a flux pattern. -/
def signedAdj (ε : FluxPattern G) : Matrix V V ℝ := Matrix.of fun i j => hop G ε s(i, j)
```

A matching is a set of bonds in which no two share a site, and \(m_k\) counts those with \(k\) bonds. The empty matching gives \(m_0=1\).

```lean
open Classical in
/-- The matchings of the graph: sets of bonds in which no two different bonds share a site. -/
def matchings : Finset (Finset (Sym2 V)) :=
  G.edgeFinset.powerset.filter fun M => ∀ e ∈ M, ∀ f ∈ M, ∀ v, v ∈ e → v ∈ f → e = f

/-- The number `m_k` of matchings with `k` bonds. -/
def numMatchings (k : ℕ) : ℕ := ((matchings G).filter fun M => M.card = k).card
```

The matching polynomial has variable \(X\) and coefficients \((-1)^k m_k\) at \(X^{n-2k}\), for \(k\le n/2\).

```lean
/-- The matching polynomial `∑ₖ (-1)^k m_k x^(n-2k)` of a graph with `n` sites. -/
def matchingPoly : ℝ[X] :=
  ∑ k ∈ Finset.range (Fintype.card V / 2 + 1),
    (-1) ^ k * (numMatchings G k : ℝ[X]) * X ^ (Fintype.card V - 2 * k)
```

Two tools remain: reversing the sign of one bond, and the set \(B(\sigma)\) of pairs \(\{\sigma(i),i\}\) with \(\sigma(i)\neq i\), for a permutation \(\sigma\) of the sites. Despite its Lean name `bonds`, \(B(\sigma)\) may contain unbonded pairs. Write \(S(\sigma)\) for the set of moved sites, `σ.support`.

```lean
/-- The flux pattern with the sign on one chosen pair of sites reversed; it is unchanged if the pair
is not a bond. -/
def flipBond (e : Sym2 V) (ε : FluxPattern G) : FluxPattern G :=
  fun b => if b.1 = e then -ε b else ε b

/-- The pairs `{σ i, i}` joined by a permutation of the sites, for the sites that move. -/
def bonds (σ : Equiv.Perm V) : Finset (Sym2 V) := σ.support.image fun i => s(σ i, i)
```

## Problems

### (a) All signs positive

Show that the pattern with every sign \(+1\) gives the ordinary adjacency matrix: \(A_{+}=A(G)\).

Each entry is 1 on a bond and 0 elsewhere. Lean compares entries.

```lean
omit [Fintype V] [DecidableEq V] in
/-- With all signs equal to `+1` the signed matrix is the ordinary adjacency matrix. -/
theorem signedAdj_one : signedAdj G (fun _ => 1) = G.adjMatrix ℝ := by
  ext i j
  simp [signedAdj, hop, SimpleGraph.adjMatrix_apply]
```

### (b) Pairs of an involution

Let \(\sigma(\sigma(i))=i\) for all \(i\). Show that
\[\{x,y\}\in B(\sigma)\iff \sigma(x)=y,\ x\ne y.\]

If \(\{x,y\}=\{\sigma(i),i\}\) with \(i\) moved, then \(x=i\) or \(y=i\); either way \(\sigma(x)=y\). Conversely, take \(i=x\). `Sym2.eq_iff` supplies the two cases.

```lean
/-- A permutation that is its own inverse joins `x` and `y` exactly when it exchanges these
two different sites. -/
theorem mem_bonds {σ : Equiv.Perm V} (hσ : ∀ i, σ (σ i) = i) (x y : V) :
    s(x, y) ∈ bonds σ ↔ σ x = y ∧ x ≠ y := by
  simp only [bonds, Finset.mem_image, Equiv.Perm.mem_support]
  constructor
  · rintro ⟨i, hi, h⟩
    rcases Sym2.eq_iff.1 h with ⟨rfl, rfl⟩ | ⟨rfl, rfl⟩
    · exact ⟨hσ _, hi⟩
    · exact ⟨rfl, Ne.symm hi⟩
  · rintro ⟨rfl, h⟩
    exact ⟨x, Ne.symm h, Sym2.eq_swap⟩
```

### (c) Each pair is traversed twice

For the same \(\sigma\) and \(b\in B(\sigma)\), show that
\[\#\{i\in S(\sigma):\{\sigma(i),i\}=b\}=2.\]

Write \(b=\{\sigma(x),x\}\). Only \(i=x\) and \(i=\sigma(x)\) can give \(b\). Both do, and they differ because \(x\) moves.

```lean
/-- A permutation that is its own inverse runs over each of its pairs exactly twice. -/
theorem card_fiber {σ : Equiv.Perm V} (hσ : ∀ i, σ (σ i) = i) {b : Sym2 V}
    (hb : b ∈ bonds σ) : (σ.support.filter fun i => s(σ i, i) = b).card = 2 := by
  obtain ⟨x, hx, rfl⟩ := Finset.mem_image.1 hb
  have hx := Equiv.Perm.mem_support.1 hx
  have h : (σ.support.filter fun i => s(σ i, i) = s(σ x, x)) = {x, σ x} := by
    ext i
    simp only [Finset.mem_filter, Equiv.Perm.mem_support, Finset.mem_insert,
      Finset.mem_singleton]
    constructor
    · rintro ⟨_, h⟩
      rcases Sym2.eq_iff.1 h with ⟨_, h⟩ | ⟨_, h⟩
      · exact Or.inl h
      · exact Or.inr h
    · rintro (rfl | rfl)
      · exact ⟨hx, rfl⟩
      · exact ⟨by rw [hσ]; exact Ne.symm hx, by rw [hσ]; exact Sym2.eq_swap⟩
  rw [h, Finset.card_pair (Ne.symm hx)]
```

### (d) Moved sites and sign

For the same \(\sigma\), show that
\[|S(\sigma)|=2|B(\sigma)|,\qquad \operatorname{sgn}\sigma=(-1)^{|B(\sigma)|}.\]

Summing (c) over the pairs gives the first equation. For the second, \(\sigma\) is a product of disjoint exchanges, each contributing \(-1\). Lean obtains this from `cycleType`, whose entries all equal 2 because \(\sigma^2=1\).

```lean
/-- A permutation that is its own inverse and exchanges `k` pairs moves `2k` sites and has
sign `(-1)^k`. -/
theorem card_support_and_sign {σ : Equiv.Perm V} (hσ : ∀ i, σ (σ i) = i) :
    σ.support.card = 2 * (bonds σ).card ∧ Equiv.Perm.sign σ = (-1) ^ (bonds σ).card := by
  have h1 : σ.support.card = 2 * (bonds σ).card :=
    (Finset.card_eq_sum_card_image (fun i => s(σ i, i)) σ.support).trans
      ((Finset.sum_congr rfl fun b hb => card_fiber hσ hb).trans
        (by rw [Finset.sum_const, smul_eq_mul, mul_comm, bonds]))
  refine ⟨h1, ?_⟩
  -- all cycles have length two
  have h2 : σ ^ 2 = 1 := by
    ext i
    simp [pow_two, hσ]
  have hr := Multiset.eq_replicate_card.2 (Equiv.Perm.pow_prime_eq_one_iff.1 h2)
  have hs : σ.cycleType.sum = 2 * (bonds σ).card := σ.sum_cycleType.trans h1
  have hc : σ.cycleType.card = (bonds σ).card := by
    have h := hs
    rw [hr, Multiset.sum_replicate, smul_eq_mul] at h
    omega
  rw [Equiv.Perm.sign_of_cycleType, hs, hc, pow_add, pow_mul]
  simp
```

### (e) From a matching to an involution

Given a matching \(M\), find \(\sigma\) with
\[\sigma^2=1,\qquad B(\sigma)=M.\]

Send each matched site to its partner and fix the others. The partner is unique because different bonds of \(M\) share no site (`key`). Applying the map twice returns every site (`inv`), and (b) identifies its pairs with \(M\).

```lean
/-- Every matching is the set of pairs exchanged by some permutation that is its own inverse. -/
theorem exists_perm {M : Finset (Sym2 V)} (hM : M ∈ matchings G) :
    ∃ σ : Equiv.Perm V, (∀ i, σ (σ i) = i) ∧ bonds σ = M := by
  classical
  simp only [matchings, Finset.mem_filter, Finset.mem_powerset] at hM
  have key : ∀ i j k, s(i, j) ∈ M → s(i, k) ∈ M → j = k := fun i j k h1 h2 =>
    Sym2.congr_right.1 (hM.2 _ h1 _ h2 i (Sym2.mem_mk_left i j) (Sym2.mem_mk_left i k))
  -- send each matched site to its partner
  obtain ⟨p, hp, hp'⟩ : ∃ p : V → V, (∀ i j, s(i, j) ∈ M → p i = j) ∧
      ∀ i, (¬∃ j, s(i, j) ∈ M) → p i = i := by
    refine ⟨fun i => if h : ∃ j, s(i, j) ∈ M then h.choose else i, ?_, fun i h => dif_neg h⟩
    intro i j h
    have hex : ∃ j, s(i, j) ∈ M := ⟨j, h⟩
    exact (dif_pos hex).trans (key i _ _ hex.choose_spec h)
  have inv : Function.Involutive p := by
    intro i
    by_cases h : ∃ j, s(i, j) ∈ M
    · obtain ⟨j, hj⟩ := h
      rw [hp i j hj]
      exact hp j i (by rw [Sym2.eq_swap]; exact hj)
    · rw [hp' i h, hp' i h]
  refine ⟨Function.Involutive.toPerm p inv, inv, ?_⟩
  ext e
  induction e using Sym2.ind with
  | _ x y =>
    rw [mem_bonds (σ := Function.Involutive.toPerm p inv) inv]
    change p x = y ∧ x ≠ y ↔ _
    constructor
    · rintro ⟨h, hne⟩
      by_cases hx : ∃ j, s(x, j) ∈ M
      · obtain ⟨j, hj⟩ := hx
        rwa [← h, hp x j hj]
      · exact absurd ((hp' x hx).symm.trans h) hne
    · intro h
      have hadj : G.Adj x y := by simpa using hM.1 h
      exact ⟨hp x y h, hadj.ne⟩
```

### (f) One term of the determinant

For any \(\sigma\), show that
\[\prod_i (X-A_\varepsilon)_{\sigma(i),i}=X^{n-|S(\sigma)|}\prod_{i\in S(\sigma)}\bigl(-h_\varepsilon(\sigma(i),i)\bigr).\]

A fixed site contributes the diagonal entry \(X\), since there are no loops. A moved site contributes minus a hopping. Lean splits the product in the same way.

```lean
/-- In the expansion of `det (x - A)`, apart from its sign, a permutation contributes minus the
hopping for each site it moves and a factor `x` for each site it fixes. -/
theorem prod_charmatrix (ε : FluxPattern G) (σ : Equiv.Perm V) :
    ∏ i, (signedAdj G ε).charmatrix (σ i) i =
      C (∏ i ∈ σ.support, -hop G ε s(σ i, i)) * X ^ (Fintype.card V - σ.support.card) := by
  rw [map_prod, ← Finset.prod_mul_prod_compl σ.support]
  congr 1
  · refine Finset.prod_congr rfl fun i hi => ?_
    have h := Equiv.Perm.mem_support.1 hi
    simp [h, signedAdj]
  · rw [← Finset.card_compl, ← Finset.prod_const]
    refine Finset.prod_congr rfl fun i hi => ?_
    have h : σ i = i := by simpa using hi
    rw [h]
    simp [signedAdj, hop]
```

### (g) Longer cycles average out

Suppose \(\sigma(\sigma(x))\ne x\) for some site \(x\). Show that
\[\sum_\varepsilon\prod_{i\in S(\sigma)}\bigl(-h_\varepsilon(\sigma(i),i)\bigr)=0.\]

The site \(x\) moves. Let \(e=\{\sigma(x),x\}\). A second site giving \(e\) would have to be \(i=\sigma(x)\) with \(\sigma(i)=x\), which is excluded. Reversing the sign of \(e\) therefore negates the product (which is already zero if \(e\) is not a bond); this is `hflip`. Reversal permutes the patterns, so the sum equals its own negative.

```lean
/-- The hopping product of a permutation that is not its own inverse sums to zero over all
flux patterns. -/
theorem sum_cycle_eq_zero {σ : Equiv.Perm V} {x : V} (hx : σ (σ x) ≠ x) :
    ∑ ε : FluxPattern G, ∏ i ∈ σ.support, -hop G ε s(σ i, i) = 0 := by
  have hinv : Function.Involutive (flipBond G s(σ x, x)) := by
    intro ε
    funext b
    simp only [flipBond]
    split_ifs <;> simp
  have hhop : ∀ ε b, hop G (flipBond G s(σ x, x) ε) b =
      (if b = s(σ x, x) then -1 else 1) * hop G ε b := by
    intro ε b
    simp only [hop, flipBond]
    split_ifs <;> simp
  have hxs : x ∈ σ.support := Equiv.Perm.mem_support.2 fun h => hx (by rw [h, h])
  -- the bond from x to σ x is used once, so reversing its sign negates the product
  have hflip : ∀ ε, ∏ i ∈ σ.support, -hop G (flipBond G s(σ x, x) ε) s(σ i, i) =
      -∏ i ∈ σ.support, -hop G ε s(σ i, i) := by
    intro ε
    calc _ = ∏ i ∈ σ.support, (if i = x then (-1 : ℝ) else 1) * -hop G ε s(σ i, i) := by
          refine Finset.prod_congr rfl fun i _ => ?_
          rw [hhop]
          by_cases hi : i = x
          · subst hi
            simp
          · have hne : s(σ i, i) ≠ s(σ x, x) := by
              intro h
              rcases Sym2.eq_iff.1 h with ⟨_, h⟩ | ⟨h1, h2⟩
              · exact hi h
              · exact hx (by rw [← h2]; exact h1)
            rw [if_neg hne, if_neg hi]
            ring
      _ = _ := by
          rw [Finset.prod_mul_distrib, Finset.prod_ite_eq', if_pos hxs, neg_one_mul]
  have h := hinv.bijective.sum_comp fun ε => ∏ i ∈ σ.support, -hop G ε s(σ i, i)
  simp only [hflip, Finset.sum_neg_distrib] at h
  linarith
```

### (h) Exchanges along bonds

If \(\sigma^2=1\) and \(B(\sigma)\subseteq E\), show that for every \(\varepsilon\)
\[\prod_{i\in S(\sigma)}\bigl(-h_\varepsilon(\sigma(i),i)\bigr)=1.\]

By (c) each bond enters twice, and \((\mp1)^2=1\). `Finset.prod_comp` groups the equal factors.

```lean
/-- If a permutation is its own inverse and exchanges only bonded sites, its hopping product
is one for every flux pattern. -/
theorem prod_pairs_eq_one {σ : Equiv.Perm V} (hσ : ∀ i, σ (σ i) = i)
    (hE : bonds σ ⊆ G.edgeFinset) (ε : FluxPattern G) :
    ∏ i ∈ σ.support, -hop G ε s(σ i, i) = 1 := by
  refine (Finset.prod_comp (fun b => -hop G ε b) (fun i => s(σ i, i))).trans ?_
  refine Finset.prod_eq_one fun b hb => ?_
  rw [card_fiber hσ hb]
  have h : b ∈ G.edgeSet := SimpleGraph.mem_edgeFinset.1 (hE hb)
  change (-hop G ε b) ^ 2 = 1
  rw [neg_sq, hop, dif_pos h]
  rcases Int.units_eq_one_or (ε ⟨b, h⟩) with h1 | h1 <;> simp [h1]
```

### (i) The averaged characteristic polynomial

Show that
\[\frac1{2^{|E|}}\sum_\varepsilon\det(X-A_\varepsilon)=\sum_{k\le n/2}(-1)^k m_kX^{n-2k}.\]

Expand the determinant by (f) and exchange the sums (`hsum`). Permutations that are not involutions vanish by (g); involutions with an unbonded pair contain a zero factor. By (d) and (h), the average is
\[\sum_{\sigma^2=1,\;B(\sigma)\subseteq E}(-1)^{|B(\sigma)|}X^{n-2|B(\sigma)|}.\]
By (b), each such \(B(\sigma)\) is a matching and determines \(\sigma\); by (e), every matching occurs. `Finset.sum_bij` makes this change of variable, and `hmatch` groups matchings by size. In Lean the number of patterns is `Fintype.card (FluxPattern G)`.

```lean
/-- The characteristic polynomial of the signed adjacency matrix, averaged over all flux
patterns, is the matching polynomial of the graph. -/
theorem average_charpoly :
    (Fintype.card (FluxPattern G) : ℝ)⁻¹ • ∑ ε : FluxPattern G, (signedAdj G ε).charpoly =
      matchingPoly G := by
  classical
  -- the matching polynomial as a sum over individual matchings
  have hmatch : matchingPoly G = ∑ M ∈ matchings G,
      (-1 : ℝ[X]) ^ M.card * X ^ (Fintype.card V - 2 * M.card) := by
    have hmaps : ∀ M ∈ matchings G, M.card ∈ Finset.range (Fintype.card V / 2 + 1) := by
      intro M hM
      obtain ⟨σ, hσ, rfl⟩ := exists_perm G hM
      have h1 := (card_support_and_sign hσ).1
      have h2 := σ.support.card_le_univ
      rw [Finset.mem_range]
      omega
    rw [← Finset.sum_fiberwise_of_maps_to hmaps, matchingPoly]
    refine Finset.sum_congr rfl fun k _ => ?_
    have hk : ∀ M ∈ (matchings G).filter (fun M => M.card = k),
        (-1 : ℝ[X]) ^ M.card * X ^ (Fintype.card V - 2 * M.card) =
          (-1) ^ k * X ^ (Fintype.card V - 2 * k) := by
      intro M hM
      rw [(Finset.mem_filter.1 hM).2]
    rw [Finset.sum_congr rfl hk, Finset.sum_const, nsmul_eq_mul, numMatchings]
    ring
  -- exchange the sums over flux patterns and permutations
  have hsum : ∑ ε : FluxPattern G, (signedAdj G ε).charpoly =
      ∑ σ : Equiv.Perm V, ((Equiv.Perm.sign σ : ℤ) : ℝ[X]) *
        (C (∑ ε : FluxPattern G, ∏ i ∈ σ.support, -hop G ε s(σ i, i)) *
          X ^ (Fintype.card V - σ.support.card)) := by
    simp only [Matrix.charpoly, Matrix.det_apply', prod_charmatrix]
    rw [Finset.sum_comm]
    refine Finset.sum_congr rfl fun σ _ => ?_
    rw [map_sum, Finset.sum_mul, Finset.mul_sum]
  -- only pairwise exchanges along bonds survive
  rw [hsum, hmatch, ← Finset.sum_subset (Finset.subset_univ (Finset.univ.filter
    fun σ : Equiv.Perm V => (∀ i, σ (σ i) = i) ∧ bonds σ ⊆ G.edgeFinset)), Finset.smul_sum]
  · refine Finset.sum_bij (fun σ _ => bonds σ) ?_ ?_ ?_ ?_
    · intro σ h
      obtain ⟨hσ, hE⟩ := (Finset.mem_filter.1 h).2
      simp only [matchings, Finset.mem_filter, Finset.mem_powerset]
      refine ⟨hE, ?_⟩
      rintro e he f hf v ⟨w, rfl⟩ ⟨u, rfl⟩
      rw [← ((mem_bonds hσ _ _).1 he).1, ← ((mem_bonds hσ _ _).1 hf).1]
    · intro σ h τ h' hb
      have hσ := (Finset.mem_filter.1 h).2.1
      have hτ := (Finset.mem_filter.1 h').2.1
      ext x
      by_cases hx : σ x = x
      · by_cases hy : τ x = x
        · rw [hx, hy]
        · have hm := (mem_bonds hτ x (τ x)).2 ⟨rfl, Ne.symm hy⟩
          exact ((mem_bonds hσ _ _).1 (hb.symm ▸ hm)).1
      · have hm := (mem_bonds hσ x (σ x)).2 ⟨rfl, Ne.symm hx⟩
        exact ((mem_bonds hτ _ _).1 (hb ▸ hm)).1.symm
    · intro M hM
      obtain ⟨σ, hσ, rfl⟩ := exists_perm G hM
      have hE := Finset.mem_powerset.1 (Finset.mem_filter.1 hM).1
      exact ⟨σ, Finset.mem_filter.2 ⟨Finset.mem_univ _, hσ, hE⟩, rfl⟩
    · intro σ h
      obtain ⟨hσ, hE⟩ := (Finset.mem_filter.1 h).2
      have hN : (Fintype.card (FluxPattern G) : ℝ) ≠ 0 :=
        Nat.cast_ne_zero.2 Fintype.card_ne_zero
      have hC : C (Fintype.card (FluxPattern G) : ℝ)⁻¹ *
          C (Fintype.card (FluxPattern G) : ℝ) = 1 := by
        rw [← C_mul, inv_mul_cancel₀ hN, C_1]
      have hs : ((Equiv.Perm.sign σ : ℤ) : ℝ[X]) = (-1) ^ (bonds σ).card := by
        rw [(card_support_and_sign hσ).2]
        push_cast
        rfl
      rw [Finset.sum_congr rfl (fun ε _ => prod_pairs_eq_one G hσ hE ε), Finset.sum_const,
        Finset.card_univ, nsmul_eq_mul, mul_one, hs, (card_support_and_sign hσ).1,
        smul_eq_C_mul]
      linear_combination ((-1) ^ (bonds σ).card *
        X ^ (Fintype.card V - 2 * (bonds σ).card)) * hC
  · intro σ _ h
    have h0 : ∑ ε : FluxPattern G, ∏ i ∈ σ.support, -hop G ε s(σ i, i) = 0 := by
      by_cases hσ : ∀ i, σ (σ i) = i
      · have hE : ¬bonds σ ⊆ G.edgeFinset := fun hE =>
          h (Finset.mem_filter.2 ⟨Finset.mem_univ _, hσ, hE⟩)
        obtain ⟨b, hb, hbE⟩ := Finset.not_subset.1 hE
        obtain ⟨i, hi, rfl⟩ := Finset.mem_image.1 hb
        refine Finset.sum_eq_zero fun ε _ => Finset.prod_eq_zero hi ?_
        rw [hop, dif_neg (fun h => hbE (SimpleGraph.mem_edgeFinset.2 h)), neg_zero]
      · obtain ⟨x, hx⟩ := not_forall.1 hσ
        exact sum_cycle_eq_zero G hx
    rw [h0, C_0, zero_mul, mul_zero]
```

### (j) Kekulé structures from the determinant

For \(n=2p\), show that
\[\frac1{2^{|E|}}\sum_\varepsilon\det A_\varepsilon=(-1)^p m_p.\]

Set \(X=0\) in (i). On the left \(\det(-A_\varepsilon)=\det A_\varepsilon\), since \(n\) is even; on the right only \(k=p\) survives. A matching with \(p\) bonds covers every site, so \(m_p\) counts the Kekulé structures.

```lean
/-- For `2p` sites, the determinant of the signed adjacency matrix averaged over all flux
patterns is `(-1)^p` times the number of perfect matchings (Kekulé structures). -/
theorem average_det {p : ℕ} (hV : Fintype.card V = 2 * p) :
    (Fintype.card (FluxPattern G) : ℝ)⁻¹ * ∑ ε : FluxPattern G, (signedAdj G ε).det =
      (-1) ^ p * numMatchings G p := by
  -- at x = 0 only the perfect matchings remain
  have hm : (matchingPoly G).eval 0 = (-1) ^ p * numMatchings G p := by
    rw [matchingPoly, hV, Nat.mul_div_cancel_left _ two_pos, eval_finsetSum,
      Finset.sum_eq_single p]
    · simp
    · intro k hk hkp
      have h : 2 * p - 2 * k ≠ 0 := by
        have := Finset.mem_range.1 hk
        omega
      rw [eval_mul, eval_pow, eval_X, zero_pow h, mul_zero]
    · intro h
      simp at h
  have h := congrArg (eval 0) (average_charpoly G)
  rw [eval_smul, eval_finsetSum, hm, smul_eq_mul] at h
  rw [← h]
  congr 1
  refine Finset.sum_congr rfl fun ε _ => ?_
  rw [Matrix.det_eq_sign_charpoly_coeff, coeff_zero_eq_eval_zero, hV, pow_mul]
  simp

end

end FluxAveragedHueckel
```

```lean
#print axioms FluxAveragedHueckel.signedAdj_one
#print axioms FluxAveragedHueckel.average_charpoly
#print axioms FluxAveragedHueckel.average_det
```

```
'FluxAveragedHueckel.signedAdj_one' depends on axioms: [propext, Classical.choice, Quot.sound]
'FluxAveragedHueckel.average_charpoly' depends on axioms: [propext, Classical.choice, Quot.sound]
'FluxAveragedHueckel.average_det' depends on axioms: [propext, Classical.choice, Quot.sound]
```

## A square ring and a non-symmetric pair

For the four-membered ring, the eight patterns with sign product \(+1\) give \(X^4-4X^2\), and the eight with product \(-1\) give \(X^4-4X^2+4\). The average is \(X^4-4X^2+2\), matching \(m_1=4\) and \(m_2=2\). Its roots are \(\pm1.848\) and \(\pm0.765\). Since \(\beta<0\), the largest roots are lowest in energy and are filled first, so four electrons have reference energy \(5.226\,\beta\). The ordinary ring has \(4\,\beta\), and the resonance energy is \(-1.226\,\beta\): antiaromatic. It is the polynomials that are averaged; averaging the energies themselves would give \(4.828\,\beta\).

Symmetry of the signs matters. If two bonded sites had independent signs \(\varepsilon,\varepsilon'\) for the two hopping directions, the determinant would be \(X^2-\varepsilon\varepsilon'\), with average \(X^2\) instead of \(X^2-1\). This is a purely mathematical comparison: for \(\varepsilon\ne\varepsilon'\) the matrix is not Hermitian, so it is not a Hückel Hamiltonian.
